# Translation-invariant normal and d-wave pairing matrices on the 2×2 plaquette share four plane-wave eigenvectors

## Does a sign change between x and y bonds mix (π,0) with (0,π)?

Take two sites with onsite term $a$ and bond $b$. The vectors $(1,1)$ and $(1,-1)$ are eigenvectors with eigenvalues $a+b$ and $a-b$, because swapping the sites only multiplies each vector by a sign.

For the four-site plaquette in cluster DMFT I am told that the same thing happens with four momenta. I can believe it for the normal part, where all neighbour bonds are equal. But d-wave pairing is $+d$ on x bonds and $-d$ on y bonds, so it breaks the symmetry between x and y. Why does it not couple $(\pi,0)$ to $(0,\pi)$, and what are its eigenvalues?

## Translation symmetry keeps the momenta apart, even with opposite signs on x and y bonds

It does not couple them, because the momentum label comes from translations, and the pairing is the same after every translation. The 90° rotation does reverse its sign, and the effect is that $(\pi,0)$ and $(0,\pi)$ get opposite eigenvalues, $-2d$ and $2d$.

You can see this at one site. In the wave $(\pi,0)$, a site with amplitude $1$ has an x neighbour with amplitude $-1$ and a y neighbour with amplitude $+1$. The pairing matrix gives $d(-1)+(-d)(1)=-2d$.

In general, let sites $r=(r_x,r_y)$ have coordinates 0 or 1, added modulo 2. For momentum $K$ let $s_x,s_y=\pm1$ be the signs picked up by one step in x or y, and let $\chi_K(r)=s_x^{r_x}s_y^{r_y}$. A translation-invariant matrix has entries $f(i-j)$. With $r=i-j$,

$$\sum_j f(i-j)\,\chi_K(j)=\sum_r f(r)\,\chi_K(i-r)=\Big(\sum_r f(r)\chi_K(r)\Big)\chi_K(i).$$

The bracket is the eigenvalue. For onsite $a$, nearest-neighbour $b$ and diagonal $c$, and for the pairing, it is

$$\varepsilon_K=a+b(s_x+s_y)+c\,s_xs_y,\qquad \Delta_K=d(s_x-s_y).$$

| $K$ | $(s_x,s_y)$ | $\varepsilon_K$ | $\Delta_K$ |
|---|---|---|---|
| $(0,0)$ | $(1,1)$ | $a+2b+c$ | $0$ |
| $(\pi,0)$ | $(-1,1)$ | $a-c$ | $-2d$ |
| $(0,\pi)$ | $(1,-1)$ | $a-c$ | $2d$ |
| $(\pi,\pi)$ | $(-1,-1)$ | $a-2b+c$ | $0$ |

No other eigenvalues occur. Let $M$ be the matrix with entries $f(i-j)$, $\lambda_K$ its Fourier values, and $Mv=\mu v$ with $v\neq0$. Since $i-j=j-i$ modulo 2, $M$ is symmetric, so $\mu\,(\chi_K\cdot v)=\chi_K\cdot Mv=\lambda_K\,(\chi_K\cdot v)$. If $\mu$ differed from every $\lambda_K$, all four projections would vanish, and $v(r)=\tfrac14\sum_K\chi_K(r)(\chi_K\cdot v)$ would be zero.

With real parameters, put particle and hole amplitudes $u,v$ (now numbers) on the same wave. The Nambu matrix acts as

$$(u,v)\mapsto(\varepsilon_Ku+\Delta_Kv,\;\Delta_Ku-\varepsilon_Kv).$$

Applied twice, the cross terms cancel and both amplitudes are multiplied by $\varepsilon_K^2+\Delta_K^2$. At $(\pi,0)$ and $(0,\pi)$ this is $(a-c)^2+4d^2$, with no dependence on $b$. Since the 2×2 block is Hermitian and traceless, the energies are plus and minus the square root; the theorems below stop at the square.

In the Lean file, `Site` labels both positions and momenta, with 1 standing for π in a momentum. `phase` is the sign $e^{i\pi x}$, not an angle, and `wave K` is $\chi_K$. It is unnormalised, with squared norm 4; the normalised vector is `wave K` divided by 2. `circulant f` is the matrix with entries $f(i-j)$, and `clusterFourier` is the sum over displacements without a prefactor. The number `b` is the whole matrix entry between neighbours, so if periodic wrapping produces two equal bonds, both are already in it. The letter `μ` is an eigenvalue, not the chemical potential, which belongs in `a`.

`plaquette_eigenvectors` states the eight equations of the table for complex parameters, so it applies to a self-energy at one fixed frequency. `eigenvalue_is_fourier` is the converse for any translation-invariant matrix on the plaquette. `nambu_sq` and `antinodal_sq` take real amplitudes, as in a static mean-field Hamiltonian; a frequency-dependent self-energy would need a different hole block.

```lean
import Mathlib

open Matrix

namespace PlaquetteCluster

noncomputable section

/-- The sites of the 2×2 plaquette; the same labels serve for the cluster momenta,
with 1 standing for π. -/
abbrev Site := ZMod 2 × ZMod 2

/-- The sign `exp(iπx)` for `x` in `ZMod 2`. -/
def phase (x : ZMod 2) : ℂ := if x = 0 then 1 else -1

/-- The plane wave of cluster momentum `K` at site `r`. -/
def wave (K r : Site) : ℂ := phase (K.1 * r.1) * phase (K.2 * r.2)

/-- The cluster Fourier transform of a function of the displacement. -/
def clusterFourier (f : Site → ℂ) (K : Site) : ℂ := ∑ r, f r * wave K r

/-- Normal part: onsite `a`, nearest-neighbour `b`, diagonal `c`. -/
def normalKernel (a b c : ℂ) (r : Site) : ℂ :=
  if r = (0, 0) then a else if r = (1, 1) then c else b

/-- Pairing part: `+d` on x bonds, `-d` on y bonds, zero otherwise. -/
def pairingKernel (d : ℂ) (r : Site) : ℂ :=
  if r = (1, 0) then d else if r = (0, 1) then -d else 0

/-- The Nambu matrix of the plaquette with real normal and pairing amplitudes. -/
def nambu (a b c d : ℝ) : Matrix (Site ⊕ Site) (Site ⊕ Site) ℂ :=
  fromBlocks (circulant (normalKernel a b c)) (circulant (pairingKernel d))
    (circulant (pairingKernel d)) (-circulant (normalKernel a b c))

/-- The two values of the sign: 1 at momentum label 0 and -1 at label 1. -/
theorem phase_values : phase 0 = 1 ∧ phase 1 = -1 := by
  constructor <;> simp [phase]

/-- A sum over the plaquette written out site by site. -/
theorem sum_sites (g : Site → ℂ) :
    ∑ r, g r = g (0, 0) + g (0, 1) + g (1, 0) + g (1, 1) := by
  have h : ∀ k : ZMod 2 → ℂ, ∑ x, k x = k 0 + k 1 := fun k => Fin.sum_univ_two k
  simp only [Fintype.sum_prod_type, h]
  ring

/-- Translating a plane wave multiplies it by a sign. -/
theorem wave_shift (K i j : Site) : wave K (i - j) * wave K i = wave K j := by
  have two : ∀ x : ZMod 2, x = 0 ∨ x = 1 := by decide
  have h : ∀ k x y : ZMod 2, phase (k * (x - y)) * phase (k * x) = phase (k * y) := by
    intro k x y
    rcases two k with rfl | rfl <;> rcases two x with rfl | rfl <;>
      rcases two y with rfl | rfl <;> simp [phase]
  simp only [wave, Prod.fst_sub, Prod.snd_sub]
  rw [← h K.1 i.1 j.1, ← h K.2 i.2 j.2]
  ring

/-- The four plane waves are mutually orthogonal, each with squared norm 4. -/
theorem wave_orthogonal (K Q : Site) :
    wave K ⬝ᵥ wave Q = if K = Q then 4 else 0 := by
  have two : ∀ x : ZMod 2, x = 0 ∨ x = 1 := by decide
  obtain ⟨k, l⟩ := K
  obtain ⟨p, q⟩ := Q
  rcases two k with rfl | rfl <;> rcases two l with rfl | rfl <;>
    rcases two p with rfl | rfl <;> rcases two q with rfl | rfl <;>
    simp [dotProduct, sum_sites, wave, phase_values] <;> norm_num

/-- Every translation-invariant matrix on the plaquette has the plane waves as eigenvectors,
with the cluster Fourier transform as eigenvalue. -/
theorem bloch (f : Site → ℂ) (K : Site) :
    circulant f *ᵥ wave K = clusterFourier f K • wave K := by
  ext i
  simp only [mulVec, dotProduct, circulant_apply, Pi.smul_apply, smul_eq_mul,
    clusterFourier, Finset.sum_mul]
  -- sum over the displacement i - j instead of the site j
  refine Fintype.sum_equiv (Equiv.subLeft i) _ _ (fun j => ?_)
  simp only [Equiv.subLeft_apply]
  rw [mul_assoc, wave_shift]

/-- The normal and pairing parts as functions of the cluster momentum. -/
theorem dispersion (a b c d : ℂ) (K : Site) :
    clusterFourier (normalKernel a b c) K
      = a + b * (phase K.1 + phase K.2) + c * (phase K.1 * phase K.2) ∧
    clusterFourier (pairingKernel d) K = d * (phase K.1 - phase K.2) := by
  constructor
  · simp [clusterFourier, sum_sites, normalKernel, wave, phase_values]
    ring
  · simp [clusterFourier, sum_sites, pairingKernel, wave, phase_values]
    ring

/-- The plane waves (0,0), (π,0), (0,π), (π,π) are eigenvectors of the normal matrix with
eigenvalues a+2b+c, a-c, a-c, a-2b+c, and of the pairing matrix with 0, -2d, 2d, 0. -/
theorem plaquette_eigenvectors (a b c d : ℂ) :
    (circulant (normalKernel a b c) *ᵥ wave (0, 0) = (a + 2 * b + c) • wave (0, 0) ∧
      circulant (normalKernel a b c) *ᵥ wave (1, 0) = (a - c) • wave (1, 0) ∧
      circulant (normalKernel a b c) *ᵥ wave (0, 1) = (a - c) • wave (0, 1) ∧
      circulant (normalKernel a b c) *ᵥ wave (1, 1) = (a - 2 * b + c) • wave (1, 1)) ∧
    circulant (pairingKernel d) *ᵥ wave (0, 0) = (0 : ℂ) • wave (0, 0) ∧
      circulant (pairingKernel d) *ᵥ wave (1, 0) = (-2 * d) • wave (1, 0) ∧
      circulant (pairingKernel d) *ᵥ wave (0, 1) = (2 * d) • wave (0, 1) ∧
      circulant (pairingKernel d) *ᵥ wave (1, 1) = (0 : ℂ) • wave (1, 1) := by
  have h1 := fun K => (dispersion a b c d K).1
  have h2 := fun K => (dispersion a b c d K).2
  refine ⟨⟨?_, ?_, ?_, ?_⟩, ?_, ?_, ?_, ?_⟩
  all_goals
    rw [bloch]
    congr 1
    simp only [h1, h2, phase_values]
    ring

/-- Every eigenvalue of a translation-invariant matrix on the plaquette is the value of its
cluster Fourier transform at one of the four momenta. -/
theorem eigenvalue_is_fourier (f : Site → ℂ) (μ : ℂ) (v : Site → ℂ) (hv : v ≠ 0)
    (h : circulant f *ᵥ v = μ • v) : ∃ K, μ = clusterFourier f K := by
  by_contra hne
  have hs : (circulant f)ᵀ = circulant f := by
    have hd : ∀ i j : Site, j - i = i - j := by decide
    ext i j
    rw [transpose_apply, circulant_apply, circulant_apply, hd]
  -- otherwise v would be orthogonal to every plane wave
  have h0 : ∀ K, wave K ⬝ᵥ v = 0 := by
    intro K
    have e : wave K ⬝ᵥ (circulant f *ᵥ v) = clusterFourier f K * (wave K ⬝ᵥ v) := by
      rw [Matrix.dotProduct_mulVec, ← mulVec_transpose, hs, bloch, smul_dotProduct,
        smul_eq_mul]
    rw [h, dotProduct_smul, smul_eq_mul] at e
    have e' : (μ - clusterFourier f K) * (wave K ⬝ᵥ v) = 0 := by linear_combination e
    exact (mul_eq_zero.mp e').resolve_left (sub_ne_zero.mpr fun hK => hne ⟨K, hK⟩)
  have h00 := h0 (0, 0)
  have h10 := h0 (1, 0)
  have h01 := h0 (0, 1)
  have h11 := h0 (1, 1)
  simp only [dotProduct, sum_sites, wave, mul_zero, mul_one, phase_values]
    at h00 h10 h01 h11
  have two : ∀ x : ZMod 2, x = 0 ∨ x = 1 := by decide
  apply hv
  funext ⟨x, y⟩
  rw [Pi.zero_apply]
  rcases two x with rfl | rfl <;> rcases two y with rfl | rfl
  · linear_combination (h00 + h10 + h01 + h11) / 4
  · linear_combination (h00 + h10 - h01 - h11) / 4
  · linear_combination (h00 - h10 + h01 - h11) / 4
  · linear_combination (h00 - h10 - h01 + h11) / 4

/-- On Nambu spinors of momentum `K` the square of the Nambu matrix is the number
`ε² + Δ²`, with `ε` and `Δ` the normal and pairing parts at `K`. -/
theorem nambu_sq (a b c d : ℝ) (K : Site) (u v : ℂ) :
    nambu a b c d *ᵥ (nambu a b c d *ᵥ Sum.elim (u • wave K) (v • wave K))
      = (clusterFourier (normalKernel a b c) K ^ 2 + clusterFourier (pairingKernel d) K ^ 2) •
        Sum.elim (u • wave K) (v • wave K) := by
  -- the matrix acts on the two amplitudes as a 2×2 matrix
  have step : ∀ p q : ℂ, nambu a b c d *ᵥ Sum.elim (p • wave K) (q • wave K)
      = Sum.elim
        ((clusterFourier (normalKernel a b c) K * p
          + clusterFourier (pairingKernel d) K * q) • wave K)
        ((clusterFourier (pairingKernel d) K * p
          - clusterFourier (normalKernel a b c) K * q) • wave K) := by
    intro p q
    rw [nambu, fromBlocks_mulVec]
    simp only [Sum.elim_comp_inl, Sum.elim_comp_inr, mulVec_smul, neg_mulVec, bloch]
    congr 1 <;> module
  rw [step, step]
  ext (i | i) <;>
    simp only [Sum.elim_inl, Sum.elim_inr, Pi.smul_apply, smul_eq_mul] <;> ring

/-- In the sectors (π,0) and (0,π) the square of the Nambu matrix is `(a - c)² + 4d²`. -/
theorem antinodal_sq (a b c d : ℝ) (K : Site) (hK : K = (1, 0) ∨ K = (0, 1)) (u v : ℂ) :
    nambu a b c d *ᵥ (nambu a b c d *ᵥ Sum.elim (u • wave K) (v • wave K))
      = (((a : ℂ) - c) ^ 2 + 4 * (d : ℂ) ^ 2) • Sum.elim (u • wave K) (v • wave K) := by
  rw [nambu_sq, (dispersion a b c d K).1, (dispersion a b c d K).2]
  congr 1
  rcases hK with rfl | rfl <;> simp only [phase_values] <;> ring

end

end PlaquetteCluster
```

```lean
#print axioms PlaquetteCluster.wave_orthogonal
#print axioms PlaquetteCluster.plaquette_eigenvectors
#print axioms PlaquetteCluster.eigenvalue_is_fourier
#print axioms PlaquetteCluster.antinodal_sq
```

```
'PlaquetteCluster.wave_orthogonal' depends on axioms: [propext, Classical.choice, Quot.sound]
'PlaquetteCluster.plaquette_eigenvectors' depends on axioms: [propext, Classical.choice, Quot.sound]
'PlaquetteCluster.eigenvalue_is_fourier' depends on axioms: [propext, Classical.choice, Quot.sound]
'PlaquetteCluster.antinodal_sq' depends on axioms: [propext, Classical.choice, Quot.sound]
```

`wave_shift` is the multiplication rule for the signs, checked over the possible labels in each direction. `bloch` is the displayed change of summation variable: `Equiv.subLeft i` replaces the site $j$ by the displacement $i-j$, and `wave_shift` then pulls out the wave at $i$. `dispersion` writes the four-term sum out with `sum_sites` and gives $\varepsilon_K$ and $\Delta_K$. `plaquette_eigenvectors` inserts the signs from `phase_values`.

`wave_orthogonal` goes through all pairs of momenta. It shows that the waves are nonzero, which an eigenvector equation alone does not say, and that they are independent.

In `eigenvalue_is_fourier`, `hs` is the symmetry of the matrix and `h0` the vanishing of all projections. The last four `linear_combination` lines are the inverse Fourier formula, one for each site, and they contradict `hv`, the assumption that the vector is nonzero.

In `nambu_sq`, `step` is the 2×2 action on the amplitudes. Rewriting with it twice leaves the cancellation of cross terms to `ring`. `antinodal_sq` then substitutes the signs for the two momenta.

For four-site cluster DMFT this means that a normal self-energy of this form is one number per momentum at each frequency instead of a 4×4 matrix. That the interacting solution has this form is the physical input: a solution with, say, a staggered charge pattern breaks translation invariance and does mix momenta. Nor do the equations say whether a nonzero $d$ arises; they tell you what it does once it is there.
